# Projection by powers of $1-\tau H$: convergence of the energy to the ground level under a step-size and an overlap condition

## Levels, projected states and energies

The Hamiltonian $H$ is a real matrix whose rows and columns are labelled by a finite set `ι` of orthonormal basis states. Vectors are real functions on `ι`, and $x\cdot y=\sum_j x_jy_j$ is written `x ⬝ᵥ y`. The product $Hx$ is written `H *ᵥ x`. Symmetry, $H^{T}=H$, is the hypothesis `H.IsSymm`.

```lean
import Mathlib

open Matrix Filter Topology

namespace ProjectorMethod

noncomputable section

variable {ι : Type*} [Fintype ι] [DecidableEq ι]
```

A number $\mu$ is a level of $H$ if $Hv=\mu v$ for some $v\neq0$. Levels may be degenerate.

```lean
/-- The number `μ` is an energy level of `H`: some nonzero vector `v` satisfies `H v = μ v`. -/
def IsLevel (H : Matrix ι ι ℝ) (μ : ℝ) : Prop :=
  ∃ v : ι → ℝ, v ≠ 0 ∧ H *ᵥ v = μ • v
```

For a real step $\tau$ and a start vector $\psi$, the state after $k$ steps is $x_k=(1-\tau H)^k\psi$. It is never normalised.

```lean
/-- The state `(1 - τ H)^k ψ` after `k` projection steps. -/
def projected (H : Matrix ι ι ℝ) (τ : ℝ) (ψ : ι → ℝ) (k : ℕ) : ι → ℝ :=
  (1 - τ • H) ^ k *ᵥ ψ
```

The energy of a nonzero $x$ is the Rayleigh quotient $R(x)=(x\cdot Hx)/(x\cdot x)$, which equals the expectation value in the normalised state $x/\sqrt{x\cdot x}$. Lean assigns a value to $0/0$ as well, so part (f) has to show that $x_k\neq0$.

```lean
/-- The Rayleigh quotient (energy expectation value) of a nonzero vector `x`. -/
def rayleigh (H : Matrix ι ι ℝ) (x : ι → ℝ) : ℝ :=
  (x ⬝ᵥ H *ᵥ x) / (x ⬝ᵥ x)
```

## (a) One step as a subtraction

Show that a step needs only one product of $H$ with the current state:
$$x_{k+1}=x_k-\tau Hx_k .$$

Split off the leftmost factor of the power: $x_{k+1}=(1-\tau H)(1-\tau H)^k\psi=(1-\tau H)x_k$. Multiplying out gives the claim. In Lean, `pow_succ'` puts the extra factor on the left.

```lean
/-- One projection step subtracts `τ H x` from the current state `x`. -/
theorem projected_succ (H : Matrix ι ι ℝ) (τ : ℝ) (ψ : ι → ℝ) (k : ℕ) :
    projected H τ ψ (k + 1) = projected H τ ψ k - τ • (H *ᵥ projected H τ ψ k) := by
  unfold projected
  rw [pow_succ', ← Matrix.mulVec_mulVec, Matrix.sub_mulVec, Matrix.one_mulVec,
    Matrix.smul_mulVec]
```

## (b) Moving $H$ onto an eigenvector

Let $H$ be symmetric and $H\varphi=\mu\varphi$. Show that for every $x$
$$\varphi\cdot Hx=\mu\,(\varphi\cdot x).$$

Transposition and symmetry give $\varphi\cdot Hx=(H^{T}\varphi)\cdot x=(H\varphi)\cdot x=\mu\,(\varphi\cdot x)$. The rewrites in the proof follow this chain.

```lean
omit [DecidableEq ι] in
/-- A symmetric `H` acts on the overlap with one of its eigenvectors as the eigenvalue. -/
theorem dot_mulVec_eigen {H : Matrix ι ι ℝ} (hH : H.IsSymm) {φ : ι → ℝ} {μ : ℝ}
    (hφ : H *ᵥ φ = μ • φ) (x : ι → ℝ) : φ ⬝ᵥ H *ᵥ x = μ * (φ ⬝ᵥ x) := by
  rw [Matrix.dotProduct_mulVec, ← Matrix.mulVec_transpose, hH.eq, hφ, smul_dotProduct,
    smul_eq_mul]
```

## (c) Overlaps after $k$ steps

Under the same hypotheses, show that
$$\varphi\cdot x_k=(1-\tau\mu)^k\,(\varphi\cdot\psi).$$

For $k=0$ both sides are $\varphi\cdot\psi$. If the formula holds for $k$, then (a) and (b) give
$$\varphi\cdot x_{k+1}=\varphi\cdot x_k-\tau\mu\,(\varphi\cdot x_k)=(1-\tau\mu)^{k+1}(\varphi\cdot\psi).$$
The Lean proof is the same induction.

```lean
/-- For symmetric `H`, `k` projection steps multiply the overlap with an eigenvector of
eigenvalue `μ` by `(1 - τ μ)^k`. -/
theorem overlap_projected {H : Matrix ι ι ℝ} (hH : H.IsSymm) {φ : ι → ℝ} {μ : ℝ}
    (hφ : H *ᵥ φ = μ • φ) (τ : ℝ) (ψ : ι → ℝ) (k : ℕ) :
    φ ⬝ᵥ projected H τ ψ k = (1 - τ * μ) ^ k * (φ ⬝ᵥ ψ) := by
  induction k with
  | zero => simp [projected]
  | succ k ih =>
    rw [projected_succ, dotProduct_sub, dotProduct_smul, dot_mulVec_eigen hH hφ, ih,
      smul_eq_mul, pow_succ]
    ring
```

## (d) A complete set of eigenvectors

Show that a symmetric $H$ has nonzero vectors $v_i$ and numbers $e(i)$, with $i$ running over `ι`, such that $Hv_i=e(i)v_i$ and, for all $x,y$,
$$x\cdot y=\sum_i (v_i\cdot x)(v_i\cdot y).$$

By the spectral theorem, $H$ has an orthonormal basis of eigenvectors $v_i$. Expand $y=\sum_i(v_i\cdot y)\,v_i$ and take the scalar product with $x$. The labels $i$ imply no ordering by energy. In Lean, $e(i)$ is `e i`, to be distinguished from the lowest level $e_1$ (`e₁`) in part (g).

```lean
/-- A real symmetric matrix has a complete set of eigenvectors `v i`, in which every scalar
product is the sum of products of components. -/
theorem eigen_expansion {H : Matrix ι ι ℝ} (hH : H.IsSymm) :
    ∃ (e : ι → ℝ) (v : ι → ι → ℝ), (∀ i, v i ≠ 0) ∧ (∀ i, H *ᵥ v i = e i • v i) ∧
      ∀ x y : ι → ℝ, x ⬝ᵥ y = ∑ i, (v i ⬝ᵥ x) * (v i ⬝ᵥ y) := by
  have hH' : H.IsHermitian := by
    rw [Matrix.IsHermitian, Matrix.conjTranspose_eq_transpose_of_trivial]
    exact hH
  refine ⟨hH'.eigenvalues, fun i => (hH'.eigenvectorBasis i).ofLp, fun i h0 => ?_,
    fun i => hH'.mulVec_eigenvectorBasis i, fun x y => ?_⟩
  · exact hH'.eigenvectorBasis.orthonormal.ne_zero i (by ext j; exact congrFun h0 j)
  · have hin : ∀ a b : EuclideanSpace ℝ ι, inner ℝ a b = a.ofLp ⬝ᵥ b.ofLp := by
      intro a b
      simp [PiLp.inner_apply, dotProduct, mul_comm]
    have h := hH'.eigenvectorBasis.sum_inner_mul_inner (WithLp.toLp 2 x) (WithLp.toLp 2 y)
    simp only [hin] at h
    refine h.symm.trans (Finset.sum_congr rfl fun i _ => ?_)
    rw [dotProduct_comm x]
```

The whole argument turns on Mathlib's `eigenvectorBasis`, the spectral theorem packaged as an orthonormal basis. It lives in `EuclideanSpace ℝ ι`, because Mathlib gives the plain function type `ι → ℝ` the maximum norm, which comes from no scalar product once there are two or more components. The maps `WithLp.toLp 2` and `.ofLp` pass between the two types without changing any component, and `hin` identifies the Euclidean inner product with `⬝ᵥ`. The lemma `sum_inner_mul_inner` then supplies the completeness relation, and the later parts use only ordinary scalar products.

## (e) The energy excess, level by level

With $v_i$ and $e(i)$ as in (d), show that for any reference energy $E$
$$x_k\cdot Hx_k-E\,(x_k\cdot x_k)=\sum_i\,(e(i)-E)\,(1-\tau e(i))^{2k}\,(v_i\cdot\psi)^2 .$$

Completeness and (b) give $x_k\cdot Hx_k=\sum_i e(i)(v_i\cdot x_k)^2$, and completeness alone gives $x_k\cdot x_k=\sum_i(v_i\cdot x_k)^2$. Subtract $E$ times the second from the first, then insert $v_i\cdot x_k=(1-\tau e(i))^k(v_i\cdot\psi)$ from (c). Lean compares the sums term by term with `Finset.sum_congr`.

```lean
/-- In a complete set of eigenvectors of a symmetric `H`, the unnormalised energy of the
projected state relative to `E` is a sum over levels, each weighted by `(1 - τ e i)^(2k)`. -/
theorem energy_excess {H : Matrix ι ι ℝ} (hH : H.IsSymm) {e : ι → ℝ} {v : ι → ι → ℝ}
    (hv : ∀ i, H *ᵥ v i = e i • v i)
    (hc : ∀ x y : ι → ℝ, x ⬝ᵥ y = ∑ i, (v i ⬝ᵥ x) * (v i ⬝ᵥ y))
    (E τ : ℝ) (ψ : ι → ℝ) (k : ℕ) :
    projected H τ ψ k ⬝ᵥ H *ᵥ projected H τ ψ k
        - E * (projected H τ ψ k ⬝ᵥ projected H τ ψ k)
      = ∑ i, (e i - E) * ((1 - τ * e i) ^ k) ^ 2 * (v i ⬝ᵥ ψ) ^ 2 := by
  rw [hc (projected H τ ψ k) (H *ᵥ projected H τ ψ k),
    hc (projected H τ ψ k) (projected H τ ψ k), Finset.mul_sum, ← Finset.sum_sub_distrib]
  refine Finset.sum_congr rfl fun i _ => ?_
  rw [dot_mulVec_eigen hH (hv i), overlap_projected hH (hv i)]
  ring
```

## (f) Bounding the energy error

Let $H$ be symmetric, $H\varphi=E\varphi$, no level of $H$ lie below $E$, $\varphi\cdot\psi\neq0$ and $\tau E\neq1$. Write $S_k$ for the left-hand side of (e). Show that
$$0\le R(x_k)-E\le\frac{S_k}{(1-\tau E)^{2k}}\;\frac{\varphi\cdot\varphi}{(\varphi\cdot\psi)^2}.$$

Each $e(i)$ is a level, so $e(i)\ge E$ and every term of (e) is nonnegative. Hence $S_k\ge0$. By (c) and the Cauchy-Schwarz inequality,
$$(1-\tau E)^{2k}(\varphi\cdot\psi)^2=(\varphi\cdot x_k)^2\le(\varphi\cdot\varphi)(x_k\cdot x_k).$$
The left side is positive, so $x_k\cdot x_k>0$. Therefore $R(x_k)-E=S_k/(x_k\cdot x_k)$ is nonnegative, and the lower bound on $x_k\cdot x_k$ gives the upper bound on the error.

For normalised $\varphi$ and $\psi$, the last factor is the inverse of the probability of finding $\varphi$ in the start state. In the proof, `hS` is the sign of $S_k$, `hL` is the Cauchy-Schwarz bound and `hD` is the positivity of $x_k\cdot x_k$; `div_le_div_iff₀` cross-multiplies the final inequality.

```lean
/-- Let `E` be the lowest level of a symmetric `H`, with `τ E ≠ 1`, and let `ψ` overlap a ground
eigenvector `φ`. Then the energy error of the projected state is nonnegative and is bounded by its
unnormalised excess divided by `(1 - τ E)^(2k) (φ ⬝ᵥ ψ)^2 / (φ ⬝ᵥ φ)`, the surviving weight along
`φ`. -/
theorem energy_error_bounds {H : Matrix ι ι ℝ} (hH : H.IsSymm) {φ ψ : ι → ℝ} {E τ : ℝ}
    (hφ : H *ᵥ φ = E • φ) (hov : φ ⬝ᵥ ψ ≠ 0) (hlow : ∀ μ, IsLevel H μ → E ≤ μ)
    (hg : 1 - τ * E ≠ 0) (k : ℕ) :
    0 ≤ rayleigh H (projected H τ ψ k) - E ∧
    rayleigh H (projected H τ ψ k) - E ≤
      (projected H τ ψ k ⬝ᵥ H *ᵥ projected H τ ψ k
        - E * (projected H τ ψ k ⬝ᵥ projected H τ ψ k)) / ((1 - τ * E) ^ k) ^ 2
        * ((φ ⬝ᵥ φ) / (φ ⬝ᵥ ψ) ^ 2) := by
  obtain ⟨e, v, hne, hv, hc⟩ := eigen_expansion hH
  have hS : 0 ≤ projected H τ ψ k ⬝ᵥ H *ᵥ projected H τ ψ k
      - E * (projected H τ ψ k ⬝ᵥ projected H τ ψ k) := by
    rw [energy_excess hH hv hc]
    refine Finset.sum_nonneg fun i _ => ?_
    have := sub_nonneg.2 (hlow _ ⟨v i, hne i, hv i⟩)
    positivity
  have hov' := overlap_projected hH hφ τ ψ k
  generalize projected H τ ψ k = x at hS hov' ⊢
  have hsq : ∀ y : ι → ℝ, y ⬝ᵥ y = ∑ i, y i ^ 2 := by
    intro y
    simp [dotProduct, sq]
  -- Cauchy-Schwarz keeps the norm away from zero
  have hL : ((1 - τ * E) ^ k) ^ 2 * (φ ⬝ᵥ ψ) ^ 2 ≤ (φ ⬝ᵥ φ) * (x ⬝ᵥ x) := by
    rw [← mul_pow, ← hov', hsq φ, hsq x]
    exact Finset.sum_mul_sq_le_sq_mul_sq Finset.univ φ x
  have hpos : 0 < ((1 - τ * E) ^ k) ^ 2 * (φ ⬝ᵥ ψ) ^ 2 := by positivity
  have hD0 : 0 ≤ x ⬝ᵥ x := by
    rw [hsq]
    positivity
  have hD : 0 < x ⬝ᵥ x := by
    rcases hD0.eq_or_lt with h | h
    · rw [← h, mul_zero] at hL
      linarith
    · exact h
  have hr : rayleigh H x - E = (x ⬝ᵥ H *ᵥ x - E * (x ⬝ᵥ x)) / (x ⬝ᵥ x) := by
    rw [rayleigh, sub_div, mul_div_cancel_right₀ _ hD.ne']
  rw [hr]
  refine ⟨div_nonneg hS hD.le, ?_⟩
  rw [div_mul_div_comm, div_le_div_iff₀ hD hpos, mul_assoc]
  exact mul_le_mul_of_nonneg_left hL hS
```

## (g) Convergence to the ground level

Let $H$ be symmetric with all its levels between $e_1$ and $e_n$, and let $H\varphi=e_1\varphi$ with $\varphi\cdot\psi\neq0$. Let $\tau>0$ and $\tau(e_1+e_n)<2$. Show that
$$\lim_{k\to\infty}R(x_k)=e_1 .$$

The overlap forces $\varphi\neq0$, so $e_1$ is a level and $e_1\le e_n$. Then $2\tau e_1\le\tau(e_1+e_n)<2$, which gives $1-\tau e_1>0$. Parts (e) and (f) with $E=e_1$ yield
$$0\le R(x_k)-e_1\le\frac{\varphi\cdot\varphi}{(\varphi\cdot\psi)^2}\sum_i(e(i)-e_1)(v_i\cdot\psi)^2q_i^{\,k},\qquad q_i=\left(\frac{1-\tau e(i)}{1-\tau e_1}\right)^2 .$$

Terms with $e(i)=e_1$ vanish. For the others,
$$(1-\tau e_1)^2-(1-\tau e(i))^2=\tau\,(e(i)-e_1)\,\bigl(2-\tau(e_1+e(i))\bigr)>0,$$
because $e(i)\le e_n$. So $0\le q_i<1$ and $q_i^{\,k}\to0$. The sum is finite, hence the upper bound tends to zero, and so does the error.

In Lean, `hb` places the levels between `e₁` and `eₙ`, where `eₙ` need only be an upper bound. The vector `φ` may be any ground eigenvector that overlaps $\psi$, so a degenerate ground level is included. The more restrictive condition $\tau e_n<1$ is also sufficient, since it gives $\tau(e_1+e_n)\le2\tau e_n<2$. In the proof, `nlinarith` obtains $q_i<1$ from the product above, `hlim` is the limit of the sum, and `squeeze_zero` closes the argument.

The iteration is the deterministic core of projector methods that replace $e^{-\tau H}$ by its first-order form, here for a finite real symmetric matrix, a constant step, no energy shift and no sampling noise. With a constant shift $S$, the factor is $1-\tau(H-S)$. The theorem applied to $H-S$ then asks for $\tau(e_1+e_n-2S)<2$, which for $S=e_1$ reads $\tau(e_n-e_1)<2$. The theorem concerns the energy; it makes no statement about convergence of the vectors.

```lean
/-- Convergence of the projector method: let `H` be symmetric with lowest level `e₁` and no level
above `eₙ`, let `τ > 0` with `τ (e₁ + eₙ) < 2`, and let `ψ` overlap a ground eigenvector `φ`.
Then the Rayleigh quotients of `(1 - τ H)^k ψ` converge to `e₁`. -/
theorem rayleigh_tendsto_ground {H : Matrix ι ι ℝ} (hH : H.IsSymm) {φ ψ : ι → ℝ}
    {e₁ eₙ τ : ℝ} (hb : ∀ μ, IsLevel H μ → e₁ ≤ μ ∧ μ ≤ eₙ)
    (hφ : H *ᵥ φ = e₁ • φ) (hov : φ ⬝ᵥ ψ ≠ 0) (hτ : 0 < τ) (hstep : τ * (e₁ + eₙ) < 2) :
    Tendsto (fun k => rayleigh H (projected H τ ψ k)) atTop (𝓝 e₁) := by
  obtain ⟨e, v, hne, hv, hc⟩ := eigen_expansion hH
  have hφ0 : φ ≠ 0 := by
    rintro rfl
    simp at hov
  have h1n := mul_le_mul_of_nonneg_left (hb e₁ ⟨φ, hφ0, hφ⟩).2 hτ.le
  have hg : 0 < 1 - τ * e₁ := by linarith
  have hB := energy_error_bounds hH hφ hov (fun μ h => (hb μ h).1) hg.ne'
  -- relative to the ground-state weight, every excited contribution dies out
  have hlim : Tendsto (fun k => ∑ i, (e i - e₁) * (v i ⬝ᵥ ψ) ^ 2 *
      (((1 - τ * e i) / (1 - τ * e₁)) ^ 2) ^ k) atTop (𝓝 (∑ _i : ι, (0 : ℝ))) := by
    refine tendsto_finsetSum _ fun i _ => ?_
    by_cases h : e i = e₁
    · simp [h]
    · obtain ⟨hl, hu⟩ := hb _ ⟨v i, hne i, hv i⟩
      have hlt : 0 < e i - e₁ := sub_pos.2 (lt_of_le_of_ne hl (Ne.symm h))
      have hu' := mul_le_mul_of_nonneg_left hu hτ.le
      have h2 : 0 < 2 - τ * (e₁ + e i) := by linarith
      have hr : ((1 - τ * e i) / (1 - τ * e₁)) ^ 2 < 1 := by
        rw [div_pow, div_lt_one (by positivity)]
        nlinarith [mul_pos (mul_pos hτ hlt) h2]
      simpa using (tendsto_pow_atTop_nhds_zero_of_lt_one (sq_nonneg _) hr).const_mul
        ((e i - e₁) * (v i ⬝ᵥ ψ) ^ 2)
  have hlim' := hlim.mul_const ((φ ⬝ᵥ φ) / (φ ⬝ᵥ ψ) ^ 2)
  rw [Finset.sum_const_zero, zero_mul] at hlim'
  have hz : Tendsto (fun k => rayleigh H (projected H τ ψ k) - e₁) atTop (𝓝 0) := by
    refine squeeze_zero (fun k => (hB k).1) (fun k => (hB k).2.trans_eq ?_) hlim'
    have hp : ∀ a b : ℝ, ((a / b) ^ 2) ^ k = (a ^ k) ^ 2 / (b ^ k) ^ 2 := by
      intro a b
      rw [← pow_mul, mul_comm 2 k, pow_mul, div_pow, div_pow]
    rw [energy_excess hH hv hc, Finset.sum_div]
    congr 1
    refine Finset.sum_congr rfl fun i _ => ?_
    rw [hp]
    generalize (1 - τ * e i) ^ k = a
    generalize (1 - τ * e₁) ^ k = b
    ring
  simpa using hz.add_const e₁
```

## (h) Two levels at the limiting step

Take $H=\mathrm{diag}(a,b)$ with $a<b$, $\tau(a+b)=2$ and $\psi=(1,1)$, which is $(1,1)/\sqrt2$ when normalised. Show that for every $k$
$$R(x_k)=\frac{a+b}{2}.$$

The step condition says $1-\tau b=-(1-\tau a)$. With $p=(1-\tau a)^k$, the state is therefore $x_k=p\,(1,(-1)^k)$. If $1-\tau a$ were zero, $1-\tau b$ would be zero too, so $\tau(b-a)=0$ and hence $\tau=0$, against $\tau(a+b)=2$. So $p\neq0$, and
$$R(x_k)=\frac{(a+b)p^2}{2p^2}=\frac{a+b}{2}.$$

Up to an overall sign, the normalised state is $(1,(-1)^k)/\sqrt2$: the relative sign flips at every step, but the weights stay equal. When $a+b>0$, the step is positive and every other hypothesis of (g) holds with $e_1=a$ and $e_n=b$, so the strict inequality there can't be relaxed to $\le$. The Lean proof finds the two components by induction (`hk`) and the equality of their squares in `hsq`.

```lean
/-- For the diagonal matrix with entries `a < b` and a step with `τ (a + b) = 2`, the state
projected from the start vector `(1, 1)` has energy `(a + b)/2` after any number `k` of steps. -/
theorem step_size_sharp {a b τ : ℝ} (hab : a < b) (hτ : τ * (a + b) = 2) (k : ℕ) :
    rayleigh (Matrix.diagonal ![a, b]) (projected (Matrix.diagonal ![a, b]) τ ![1, 1] k)
      = (a + b) / 2 := by
  have hk : projected (Matrix.diagonal ![a, b]) τ ![1, 1] k
      = ![(1 - τ * a) ^ k, (1 - τ * b) ^ k] := by
    induction k with
    | zero => simp [projected]
    | succ k ih =>
      rw [projected_succ, ih]
      ext i
      fin_cases i <;> simp [pow_succ] <;> ring
  have hg : 1 - τ * a ≠ 0 := by
    intro h
    have h1 : τ * (b - a) = 0 := by linarith
    rcases mul_eq_zero.1 h1 with h2 | h2
    · rw [h2, zero_mul] at hτ
      norm_num at hτ
    · linarith
  -- the two amplification factors differ only in sign
  have hsq : (1 - τ * b) ^ k * (1 - τ * b) ^ k = (1 - τ * a) ^ k * (1 - τ * a) ^ k := by
    rw [← mul_pow, ← mul_pow, show 1 - τ * b = -(1 - τ * a) by linarith, neg_mul_neg]
  have hp : (1 - τ * a) ^ k ≠ 0 := pow_ne_zero k hg
  rw [hk, rayleigh]
  generalize (1 - τ * a) ^ k = p at hsq hp ⊢
  generalize (1 - τ * b) ^ k = r at hsq ⊢
  have hnum : ![p, r] ⬝ᵥ Matrix.diagonal ![a, b] *ᵥ ![p, r] = (a + b) * (p * p) := by
    simp only [dotProduct, Fin.sum_univ_two, Matrix.mulVec_diagonal, Matrix.cons_val_zero,
      Matrix.cons_val_one]
    linear_combination b * hsq
  have hden : ![p, r] ⬝ᵥ ![p, r] = 2 * (p * p) := by
    simp only [dotProduct, Fin.sum_univ_two, Matrix.cons_val_zero, Matrix.cons_val_one]
    linear_combination hsq
  rw [hnum, hden, mul_div_mul_right _ _ (mul_ne_zero hp hp)]

end

end ProjectorMethod
```

```lean
#print axioms ProjectorMethod.rayleigh_tendsto_ground
#print axioms ProjectorMethod.step_size_sharp
```

```
'ProjectorMethod.rayleigh_tendsto_ground' depends on axioms: [propext, Classical.choice, Quot.sound]
'ProjectorMethod.step_size_sharp' depends on axioms: [propext, Classical.choice, Quot.sound]
```
